# The Fermi-sphere average of the uniform gas's orbital exchange potential is −3k/(2π)

In a uniform electron gas with Fermi wavevector k, each plane-wave orbital feels its own exchange potential. In Hartree units it tends to −2k/π at the centre of the Fermi sphere and to −k/π at its surface. The Slater potential is supposed to be the average over the occupied orbitals, and its quoted value, −3k/(2π), is exactly halfway. But most of the orbitals lie in the outer part of the sphere, so shouldn't the average be closer to the surface value?

## A slow rise near the centre offsets the weight of the outer shells

The average really is −3k/(2π). The weight q² favours the surface, but the potential rises slowly at first and steeply only near the edge: at q = k/2 it is still about −1.82 k/π. The two effects compensate exactly.

An orbital of wavenumber q exchanges with the occupied momenta p of its own spin:

v(q) = −(2π)⁻³ ∫ 4π/|p−q|² d³p, over |p| < k

From here on p and q denote the lengths of the two momenta. With m the cosine of the angle between them, d³p = 2π p² dp dm, so

v(q) = −(1/π) ∫₀ᵏ p² [ ∫₋₁¹ dm/(p²+q²−2pqm) ] dp

The inner integrand has the primitive −log(p²+q²−2pqm)/(2pq). At m = ±1 the argument is (p∓q)², so the inner integral is L(p)/(pq), where L(p) = log((p+q)/|p−q|). What remains is ∫₀ᵏ p L(p) dp, with primitive

G(p) = qp + ((p²−q²)/2) L(p)

because the derivative of L contributes −q, which cancels the q from the first term. G is continuous across p = q, since p²−q² vanishes faster than the logarithm grows, and G(0) = 0. Dividing G(k) by q and setting y = q/k gives

v(q) = −(k/π) F(y)
F(y) = 1 + ((1−y²)/(2y)) log|(1+y)/(1−y)|

For 0 < y < 1 the second term is positive, so these orbitals all feel an exchange potential strictly below −k/π.

Since ∫₀ᵏ q² dq = k³/3, the average is −(k/π) · 3∫₀¹ y²F(y) dy. The integrand y²F has the primitive

H(y) = (y+y³)/4 − ((1−y²)²/8) log((1+y)/(1−y))

Its logarithmic terms differentiate to those of y²F, and the rest is (1+3y²)/4 − (1−y²)/4 = y². With H(0) = 0 and H(1) = 1/2 as a limit, the factor is 3/2 and the average is −3k/(2π).

## What the Lean statements say

`orbitalExchange k q` is v(q) as the double integral over p and m; the passage from d³p to these coordinates is done by hand above. `profile` is F. `fermiAverage k f` is ∫q²f divided by ∫q²: the factor q² counts the plane waves in a thin shell, and each of them counts equally because all have the same uniform density.

`fermiAverage_orbitalExchange` assumes only k > 0. `profile_average` is the dimensionless integral. `orbitalExchange_eq` gives the closed form for occupied and empty orbitals alike, with q > 0 and q ≠ k, and `orbitalExchange_lt` is the strict bound.

The model is the infinite gas at zero temperature, with a single determinant of plane waves. In that limit the result fixes the Slater term to which the Becke–Johnson potential adds its correction.

```lean
import Mathlib

open MeasureTheory Set

namespace FermiSphereExchange

noncomputable section

/-- Exchange potential of the plane wave of wavenumber `q ≥ 0` in a uniform gas with Fermi
wavevector `k > 0`, in Hartree units: `-(2π)⁻³` times the integral of the Coulomb kernel
`4π/|p - q|²` over the occupied momenta, in spherical coordinates with `m` the cosine of the angle
between the two momenta. The integrand is defined away from the single point where the momenta
coincide. -/
def orbitalExchange (k q : ℝ) : ℝ :=
  -(1 / Real.pi) * ∫ p in (0:ℝ)..k, p ^ 2 *
    ∫ m in (-1:ℝ)..1, 1 / (p ^ 2 + q ^ 2 - 2 * p * q * m)

/-- The dimensionless exchange profile as a function of `y = q/k`, for `y > 0` and `y ≠ 1`. -/
def profile (y : ℝ) : ℝ :=
  1 + (1 - y ^ 2) / (2 * y) * Real.log |(1 + y) / (1 - y)|

/-- Average over the Fermi sphere of radius `k > 0` of a function of the wavenumber. -/
def fermiAverage (k : ℝ) (f : ℝ → ℝ) : ℝ :=
  (∫ q in (0:ℝ)..k, q ^ 2 * f q) / ∫ q in (0:ℝ)..k, q ^ 2

/-- The inverse squared distance between two momenta of different positive lengths `p` and `q`,
integrated over the cosine `m` of the angle between them, is a logarithm divided by `p * q`. -/
theorem angular_integral {p q : ℝ} (hp : 0 < p) (hq : 0 < q) (h : p ≠ q) :
    ∫ m in (-1:ℝ)..1, 1 / (p ^ 2 + q ^ 2 - 2 * p * q * m)
      = Real.log ((p + q) / |p - q|) / (p * q) := by
  have hs : p - q ≠ 0 := sub_ne_zero.mpr h
  have pos : ∀ m ∈ uIcc (-1:ℝ) 1, 0 < p ^ 2 + q ^ 2 - 2 * p * q * m := by
    intro m hm
    rw [uIcc_of_le (by norm_num)] at hm
    have h1 : 0 < (p - q) ^ 2 := by positivity
    have h2 := mul_nonneg (mul_pos hp hq).le (sub_nonneg.mpr hm.2)
    nlinarith
  have der : ∀ m ∈ uIcc (-1:ℝ) 1, HasDerivAt
      (fun m => -Real.log (p ^ 2 + q ^ 2 - 2 * p * q * m) / (2 * p * q))
      (1 / (p ^ 2 + q ^ 2 - 2 * p * q * m)) m := by
    intro m hm
    have h0 : HasDerivAt (fun m : ℝ => p ^ 2 + q ^ 2 - 2 * p * q * m) (-(2 * p * q)) m :=
      (((hasDerivAt_id' m).const_mul (2 * p * q)).const_sub (p ^ 2 + q ^ 2)).congr_deriv
        (by ring)
    have hD := (pos m hm).ne'
    refine ((h0.log hD).fun_neg.div_const (2 * p * q)).congr_deriv ?_
    generalize p ^ 2 + q ^ 2 - 2 * p * q * m = D at hD ⊢
    field_simp
  rw [intervalIntegral.integral_eq_sub_of_hasDerivAt der
    (ContinuousOn.intervalIntegrable
      (continuousOn_const.div (by fun_prop) (fun m hm => (pos m hm).ne')))]
  have e1 : p ^ 2 + q ^ 2 - 2 * p * q * 1 = (p - q) ^ 2 := by ring
  have e2 : p ^ 2 + q ^ 2 - 2 * p * q * (-1) = (p + q) ^ 2 := by ring
  rw [Real.log_div (by positivity) (abs_ne_zero.mpr hs)]
  simp only [e1, e2, Real.log_pow, Real.log_abs, Nat.cast_ofNat]
  generalize Real.log (p - q) = A
  generalize Real.log (p + q) = B
  field_simp
  ring

/-- Sum of the logarithmic contributions of all occupied momentum shells, for a positive
wavenumber `q` off the Fermi surface. -/
theorem radial_integral {k q : ℝ} (hk : 0 < k) (hq : 0 < q) (hqk : q ≠ k) :
    ∫ p in (0:ℝ)..k, p * (Real.log (p + q) - Real.log |p - q|)
      = q * k + (k ^ 2 - q ^ 2) / 2 * (Real.log (k + q) - Real.log |k - q|) := by
  simp only [Real.log_abs]
  obtain ⟨G, hG⟩ : ∃ G : ℝ → ℝ, G = fun p =>
      q * p + (p ^ 2 - q ^ 2) / 2 * (Real.log (p + q) - Real.log (p - q)) := ⟨_, rfl⟩
  have int : ∀ a b : ℝ, IntervalIntegrable
      (fun p => p * (Real.log (p + q) - Real.log (p - q))) volume a b := by
    intro a b
    have i1 := (intervalIntegral.intervalIntegrable_log' (a := a + q) (b := b + q)).comp_add_right q
    have i2 := (intervalIntegral.intervalIntegrable_log' (a := a - q) (b := b - q)).comp_sub_right q
    rw [add_sub_cancel_right, add_sub_cancel_right] at i1
    rw [sub_add_cancel, sub_add_cancel] at i2
    exact (i1.sub i2).continuousOn_mul continuousOn_id
  -- the primitive works on every interval in `p ≥ 0` without the singular shell in its interior
  have piece : ∀ a b : ℝ, 0 ≤ a → a ≤ b → (∀ p ∈ Ioo a b, p ≠ q) →
      ∫ p in a..b, p * (Real.log (p + q) - Real.log (p - q)) = G b - G a := by
    intro a b ha hab hne
    refine intervalIntegral.integral_eq_sub_of_hasDerivAt_of_le hab ?_ ?_ (int a b)
    · have c1 : ContinuousOn (fun p : ℝ => Real.log (p + q)) (Icc a b) :=
        ContinuousOn.log (by fun_prop)
          (fun p hp => (by linarith [hp.1] : (0:ℝ) < p + q).ne')
      have c2 : Continuous (fun p : ℝ => (p - q) * Real.log (p - q)) :=
        Real.continuous_mul_log.comp (by fun_prop : Continuous fun p : ℝ => p - q)
      have t0 : ContinuousOn (fun p : ℝ => q * p) (Icc a b) := by fun_prop
      have t1 : ContinuousOn (fun p : ℝ => (p ^ 2 - q ^ 2) / 2) (Icc a b) := by fun_prop
      have t2 : ContinuousOn (fun p : ℝ => (p + q) / 2) (Icc a b) := by fun_prop
      refine ((t0.add (t1.mul c1)).sub (t2.mul c2.continuousOn)).congr (fun p _ => ?_)
      simp only [hG, Pi.add_apply, Pi.sub_apply, Pi.mul_apply]
      ring
    · intro p hp
      have n1 : p + q ≠ 0 := (by linarith [hp.1] : (0:ℝ) < p + q).ne'
      have n2 : p - q ≠ 0 := sub_ne_zero.mpr (hne p hp)
      have d0 : HasDerivAt (fun p : ℝ => (p ^ 2 - q ^ 2) / 2) p p :=
        (((hasDerivAt_pow 2 p).sub_const (q ^ 2)).div_const 2).congr_deriv
          (by simp only [Nat.cast_ofNat, Nat.reduceSub, pow_one]; ring)
      have l1 := ((hasDerivAt_id' p).add_const q).log n1
      have l2 := ((hasDerivAt_id' p).sub_const q).log n2
      have e : (p ^ 2 - q ^ 2) / 2 * (1 / (p + q) - 1 / (p - q)) = -q := by
        field_simp
        ring
      rw [hG]
      refine (((hasDerivAt_id' p).const_mul q).fun_add
        (d0.fun_mul (l1.fun_sub l2))).congr_deriv ?_
      linear_combination e
  have g0 : G 0 = 0 := by simp [hG]
  have total : ∫ p in (0:ℝ)..k, p * (Real.log (p + q) - Real.log (p - q)) = G k := by
    rcases lt_or_gt_of_ne hqk with h | h
    · rw [← intervalIntegral.integral_add_adjacent_intervals (int 0 q) (int q k),
        piece 0 q le_rfl hq.le (fun p hp => hp.2.ne),
        piece q k hq.le h.le (fun p hp => hp.1.ne'), g0]
      ring
    · rw [piece 0 k le_rfl hk.le (fun p hp => (hp.2.trans h).ne), g0, sub_zero]
  rw [total, hG]

/-- Closed form of the orbital exchange potential of the uniform gas, for occupied and empty
orbitals of positive wavenumber off the Fermi surface. -/
theorem orbitalExchange_eq {k q : ℝ} (hk : 0 < k) (hq : 0 < q) (hqk : q ≠ k) :
    orbitalExchange k q = -(k / Real.pi) * profile (q / k) := by
  have h : ∫ p in (0:ℝ)..k, p ^ 2 * ∫ m in (-1:ℝ)..1, 1 / (p ^ 2 + q ^ 2 - 2 * p * q * m)
      = ∫ p in (0:ℝ)..k, (1 / q) * (p * (Real.log (p + q) - Real.log |p - q|)) := by
    apply intervalIntegral.integral_congr_ae
    have hne : ∀ᵐ p ∂(volume : Measure ℝ), p ≠ q :=
      compl_mem_ae_iff.mpr (measure_singleton q)
    filter_upwards [hne] with p hp hmem
    rw [uIoc_of_le hk.le] at hmem
    have hp0 : 0 < p := hmem.1
    rw [angular_integral hp0 hq hp,
      Real.log_div (by positivity) (abs_ne_zero.mpr (sub_ne_zero.mpr hp))]
    generalize Real.log (p + q) - Real.log |p - q| = L
    field_simp
  have e1 : 1 + q / k = (k + q) / k := by field_simp
  have e2 : 1 - q / k = (k - q) / k := by field_simp
  rw [orbitalExchange, h, intervalIntegral.integral_const_mul, radial_integral hk hq hqk,
    profile, e1, e2, div_div_div_cancel_right₀ hk.ne']
  simp only [Real.log_abs]
  rw [Real.log_div (by positivity) (sub_ne_zero.mpr hqk.symm)]
  generalize Real.log (k + q) - Real.log (k - q) = L
  field_simp

/-- Every orbital with wavenumber strictly between zero and the Fermi wavevector `k` feels an
exchange potential strictly below `-k/π`. -/
theorem orbitalExchange_lt {k q : ℝ} (hq : 0 < q) (hqk : q < k) :
    orbitalExchange k q < -(k / Real.pi) := by
  have hk : 0 < k := hq.trans hqk
  rw [orbitalExchange_eq hk hq hqk.ne]
  have y0 : 0 < q / k := div_pos hq hk
  have y1 : q / k < 1 := (div_lt_one hk).mpr hqk
  have hP : 1 < profile (q / k) := by
    simp only [profile, Real.log_abs]
    generalize q / k = y at y0 y1
    have hl : 0 < Real.log ((1 + y) / (1 - y)) :=
      Real.log_pos (by rw [lt_div_iff₀ (by linarith)]; linarith)
    have := mul_pos (div_pos (by nlinarith : 0 < 1 - y ^ 2) (by linarith : 0 < 2 * y)) hl
    linarith
  have := mul_pos (div_pos hk Real.pi_pos) (sub_pos.mpr hP)
  linarith

/-- The average of the dimensionless exchange profile over the solid unit ball is `3/2`. -/
theorem profile_average :
    3 * ∫ y in (0:ℝ)..1, y ^ 2 * (1 + (1 - y ^ 2) / (2 * y) * Real.log ((1 + y) / (1 - y)))
      = 3 / 2 := by
  have c1 : ContinuousOn (fun y : ℝ => Real.log (1 + y)) (Icc 0 1) :=
    ContinuousOn.log (by fun_prop) (fun y hy => (by linarith [hy.1] : (0:ℝ) < 1 + y).ne')
  have c2 : ContinuousOn (fun y : ℝ => (1 - y) * Real.log (1 - y)) (Icc 0 1) :=
    (Real.continuous_mul_log.comp (by fun_prop : Continuous fun y : ℝ => 1 - y)).continuousOn
  have cont : ∀ a b c : ℝ → ℝ, Continuous a → Continuous b → Continuous c →
      ContinuousOn (fun y => a y + b y * Real.log (1 + y) + c y * ((1 - y) * Real.log (1 - y)))
        (Icc 0 1) := fun a b c ha hb hc =>
    (ha.continuousOn.add (hb.continuousOn.mul c1)).add (hc.continuousOn.mul c2)
  have key : ∫ y in (0:ℝ)..1,
      (y ^ 2 + y * (1 - y ^ 2) / 2 * (Real.log (1 + y) - Real.log (1 - y))) = 1 / 2 := by
    rw [intervalIntegral.integral_eq_sub_of_hasDerivAt_of_le (f := fun y : ℝ =>
      (y + y ^ 3) / 4 - (1 - y ^ 2) ^ 2 / 8 * (Real.log (1 + y) - Real.log (1 - y)))
      zero_le_one]
    · norm_num
    · refine (cont (fun y => (y + y ^ 3) / 4) (fun y => -(1 - y ^ 2) ^ 2 / 8)
        (fun y => (1 + y) ^ 2 * (1 - y) / 8) (by fun_prop) (by fun_prop)
        (by fun_prop)).congr (fun y _ => ?_)
      ring
    · intro y hy
      have n1 : 1 + y ≠ 0 := (by linarith [hy.1] : (0:ℝ) < 1 + y).ne'
      have n2 : 1 - y ≠ 0 := (sub_pos.mpr hy.2).ne'
      have a : HasDerivAt (fun y : ℝ => (y + y ^ 3) / 4) ((1 + 3 * y ^ 2) / 4) y :=
        (((hasDerivAt_id' y).fun_add (hasDerivAt_pow 3 y)).div_const 4).congr_deriv
          (by simp only [Nat.cast_ofNat, Nat.reduceSub])
      have b : HasDerivAt (fun y : ℝ => (1 - y ^ 2) ^ 2 / 8) (-(y * (1 - y ^ 2)) / 2) y :=
        ((((hasDerivAt_pow 2 y).const_sub 1).fun_pow 2).div_const 8).congr_deriv
          (by simp only [Nat.cast_ofNat, Nat.reduceSub, pow_one]; ring)
      have l1 := ((hasDerivAt_id' y).const_add 1).log n1
      have l2 := ((hasDerivAt_id' y).const_sub 1).log n2
      have e : (1 - y ^ 2) ^ 2 / 8 * (1 / (1 + y) - -1 / (1 - y)) = (1 - y ^ 2) / 4 := by
        field_simp
        ring
      refine (a.fun_sub (b.fun_mul (l1.fun_sub l2))).congr_deriv ?_
      linear_combination -e
    · apply ContinuousOn.intervalIntegrable
      rw [uIcc_of_le zero_le_one]
      refine (cont (fun y => y ^ 2) (fun y => y * (1 - y ^ 2) / 2)
        (fun y => -(y * (1 + y)) / 2) (by fun_prop) (by fun_prop)
        (by fun_prop)).congr (fun y _ => ?_)
      ring
  rw [← mul_one_div 3 2, ← key]
  congr 1
  apply intervalIntegral.integral_congr_ae
  have hne : ∀ᵐ y ∂(volume : Measure ℝ), y ≠ 1 :=
    compl_mem_ae_iff.mpr (measure_singleton 1)
  filter_upwards [hne] with y hy hmem
  rw [uIoc_of_le zero_le_one] at hmem
  have y0 : 0 < y := hmem.1
  rw [Real.log_div (by positivity) (sub_ne_zero.mpr hy.symm)]
  generalize Real.log (1 + y) - Real.log (1 - y) = L
  field_simp

/-- Averaging the orbital exchange potential of the uniform gas over the Fermi sphere of radius
`k > 0` gives the Slater potential `-3k/(2π)`. -/
theorem fermiAverage_orbitalExchange {k : ℝ} (hk : 0 < k) :
    fermiAverage k (orbitalExchange k) = -(3 * k) / (2 * Real.pi) := by
  have hI : ∫ y in (0:ℝ)..1, y ^ 2 * profile y = 1 / 2 := by
    simp only [profile, Real.log_abs]
    linarith [profile_average]
  have hV : ∫ q in (0:ℝ)..k, q ^ 2 = k ^ 3 / 3 := by
    rw [integral_pow]
    norm_num
  -- measure the wavenumber in units of the Fermi wavevector
  have h : ∫ q in (0:ℝ)..k, q ^ 2 * orbitalExchange k q
      = ∫ q in (0:ℝ)..k, -(k ^ 3 / Real.pi) * (fun y => y ^ 2 * profile y) (q / k) := by
    apply intervalIntegral.integral_congr_ae
    have hne : ∀ᵐ q ∂(volume : Measure ℝ), q ≠ k :=
      compl_mem_ae_iff.mpr (measure_singleton k)
    filter_upwards [hne] with q hqk hmem
    rw [uIoc_of_le hk.le] at hmem
    rw [orbitalExchange_eq hk hmem.1 hqk]
    show q ^ 2 * (-(k / Real.pi) * profile (q / k))
      = -(k ^ 3 / Real.pi) * ((q / k) ^ 2 * profile (q / k))
    generalize profile (q / k) = P
    field_simp
  rw [fermiAverage, h, intervalIntegral.integral_const_mul,
    intervalIntegral.integral_comp_div (fun y => y ^ 2 * profile y) hk.ne',
    zero_div, div_self hk.ne', hI, hV, smul_eq_mul]
  field_simp

end

end FermiSphereExchange
```

```lean
#print axioms FermiSphereExchange.orbitalExchange_lt
#print axioms FermiSphereExchange.fermiAverage_orbitalExchange
```

```
'FermiSphereExchange.orbitalExchange_lt' depends on axioms: [propext, Classical.choice, Quot.sound]
'FermiSphereExchange.fermiAverage_orbitalExchange' depends on axioms: [propext, Classical.choice, Quot.sound]
```

## How the singular logarithms are handled

`angular_integral` differentiates the primitive in m, after checking that the denominator is positive for p ≠ q.

In `radial_integral`, `piece` applies the fundamental theorem of calculus to intervals without p = q in their interior. It needs continuity up to the endpoints, obtained by regrouping G around (p−q) log(p−q), which is continuous. For q < k the range is split at q; for q > k one interval suffices. Lean's `Real.log` satisfies log x = log|x|, so absolute values can be removed inside it.

`orbitalExchange_eq` combines the two integrals, using `integral_congr_ae` to ignore the single shell p = q. `orbitalExchange_lt` then follows from the sign of the logarithmic term.

`profile_average` uses H, with the same regrouping at y = 1. The last theorem inserts the closed form for almost every q, rescales by `integral_comp_div`, and divides by k³/3.
